# Effective frequencies of finitely many positive-strength transitions converge from above to the lowest one

Take finitely many transitions, at least one, with oscillator strengths $f_i>0$ and frequencies $w_i>0$, and set

$$S_k=\sum_i \frac{f_i}{w_i^k},\qquad \Omega_k=\frac{S_k}{S_{k+1}},\qquad k=0,1,2,\dots$$

The effective frequencies $\Omega_k$ are nonincreasing in $k$, never lie below the smallest $w_i$, and converge to it. The square roots $\sqrt{S_k/S_{k+2}}$ are also upper bounds with the same limit. For even $k\ge 2$ they need only the coefficients of the low-frequency expansion of the polarisability.

## Oscillator sums and the polarisability

The transitions are labelled by a finite type `ι`, and strengths and frequencies are real functions on it. The spectrum is therefore discrete and finite, as in a calculation with a finite basis; an ionisation continuum is not covered.

In Lean 4 with Mathlib:

```lean
import Mathlib

open Filter Topology

namespace EffectiveFrequencies

noncomputable section

variable {ι : Type*} [Fintype ι]
```

The sum $S_k$ is called `moment`. Its order $k$ is a natural number, so the series starts at $S_0=\sum_i f_i$, the total strength.

```lean
/-- The oscillator sum `S_k = ∑ f_i / w_i ^ k`. -/
def moment (f w : ι → ℝ) (k : ℕ) : ℝ := ∑ i, f i / w i ^ k
```

The ratio $\Omega_k$ has the dimension of a frequency. With a single transition it equals that transition's frequency for every $k$.

```lean
/-- The effective frequency `S_k / S_(k+1)`. -/
def effFreq (f w : ι → ℝ) (k : ℕ) : ℝ := moment f w k / moment f w (k + 1)
```

In atomic units and without damping, the dynamic polarisability at field frequency $\omega$ is

$$\alpha(\omega)=\sum_i\frac{f_i}{w_i^2-\omega^2}.$$

```lean
/-- The dynamic polarisability as a sum over transitions, in atomic units. -/
def polarisability (f w : ι → ℝ) (ω : ℝ) : ℝ := ∑ i, f i / (w i ^ 2 - ω ^ 2)
```

The lowest excitation frequency is the minimum of $w$ over all labelled transitions. The main results assume every $f_i$ to be positive, so there it means the lowest transition that carries oscillator strength. A dark state below it is not in the list.

```lean
/-- The lowest excitation frequency. -/
def lowest [Nonempty ι] (w : ι → ℝ) : ℝ := Finset.univ.inf' Finset.univ_nonempty w
```

A finite nonempty set of numbers attains its minimum, so there is a transition $g$ with $w_g\le w_i$ for all $i$. The later proofs work with this $g$.

```lean
/-- The lowest excitation frequency belongs to one of the transitions, and no transition
lies below it. -/
theorem exists_lowest [Nonempty ι] (w : ι → ℝ) :
    ∃ g, lowest w = w g ∧ ∀ i, w g ≤ w i := by
  obtain ⟨g, _, hg⟩ := Finset.exists_mem_eq_inf' (Finset.univ_nonempty (α := ι)) w
  refine ⟨g, hg, fun i => ?_⟩
  rw [← hg]
  exact Finset.inf'_le w (Finset.mem_univ i)
```

## Even sums as expansion coefficients

For $|\omega|$ below the lowest frequency, $\omega^2/w_i^2<1$ for every $i$, and each transition gives a geometric series:

$$\frac{f_i}{w_i^2-\omega^2}=\frac{f_i}{w_i^2}\,\frac{1}{1-\omega^2/w_i^2}=\sum_{n\ge0}\frac{f_i}{w_i^{2n+2}}\,\omega^{2n}.$$

Adding the finitely many series gives

$$\alpha(\omega)=\sum_{n\ge0}S_{2n+2}\,\omega^{2n}.$$

`HasSum` says that the series converges and that its sum is $\alpha(\omega)$. In the proof, `hi` is the series for one transition, with `hfun` and `hval` matching its terms and its value to the geometric form; `hasSum_sum` then adds over transitions. The signs of the $f_i$ play no role here.

```lean
variable {f w : ι → ℝ}

/-- Below the first resonance the polarisability is a power series in the squared field frequency
whose coefficients are the even oscillator sums `S_2, S_4, ...`. -/
theorem polarisability_hasSum [Nonempty ι] (hw : ∀ i, 0 < w i) {ω : ℝ}
    (hω : |ω| < lowest w) :
    HasSum (fun n : ℕ => moment f w (2 * n + 2) * ω ^ (2 * n)) (polarisability f w ω) := by
  obtain ⟨g, hg, hmin⟩ := exists_lowest w
  -- each transition contributes a geometric series
  have hi : ∀ i, HasSum (fun n : ℕ => f i / w i ^ (2 * n + 2) * ω ^ (2 * n))
      (f i / (w i ^ 2 - ω ^ 2)) := by
    intro i
    have hwi : w i ≠ 0 := (hw i).ne'
    have hw2 : w i ^ 2 ≠ 0 := pow_ne_zero 2 hwi
    have hlt : ω ^ 2 < w i ^ 2 := by
      apply sq_lt_sq.2
      rw [abs_of_pos (hw i)]
      linarith [hmin i]
    have h := (hasSum_geometric_of_lt_one (r := ω ^ 2 / w i ^ 2) (by positivity)
      ((div_lt_one (pow_pos (hw i) 2)).2 hlt)).mul_left (f i / w i ^ 2)
    have hfun : (fun n : ℕ => f i / w i ^ (2 * n + 2) * ω ^ (2 * n)) =
        fun n : ℕ => f i / w i ^ 2 * (ω ^ 2 / w i ^ 2) ^ n := by
      funext n
      rw [div_pow, ← pow_mul, ← pow_mul, pow_add]
      field_simp
    have hval : f i / (w i ^ 2 - ω ^ 2) = f i / w i ^ 2 * (1 - ω ^ 2 / w i ^ 2)⁻¹ := by
      have h1 : 1 - ω ^ 2 / w i ^ 2 = (w i ^ 2 - ω ^ 2) / w i ^ 2 := by
        rw [sub_div, div_self hw2]
      rw [h1, inv_div, div_mul_div_comm, mul_comm (w i ^ 2), mul_div_mul_right _ _ hw2]
    rw [hfun, hval]
    exact h
  have h := hasSum_sum (s := Finset.univ) (fun i _ => hi i)
  simpa only [moment, polarisability, Finset.sum_mul] using h
```

## Monotonicity from Cauchy–Schwarz

Every term of $S_k$ is positive and there is at least one term, so $S_k>0$. This permits division by the sums and multiplication of inequalities by them.

```lean
/-- All oscillator sums are positive. -/
theorem moment_pos [Nonempty ι] (hf : ∀ i, 0 < f i) (hw : ∀ i, 0 < w i) (k : ℕ) :
    0 < moment f w k :=
  Finset.sum_pos (fun i _ => div_pos (hf i) (pow_pos (hw i) k)) Finset.univ_nonempty
```

Write the middle term as a geometric mean:

$$\left(\frac{f_i}{w_i^{k+1}}\right)^2=\frac{f_i}{w_i^k}\cdot\frac{f_i}{w_i^{k+2}}.$$

The Cauchy–Schwarz inequality then gives

$$S_{k+1}^2\le S_k\,S_{k+2}.$$

Dividing by $S_{k+1}S_{k+2}$ turns this into $\Omega_{k+1}\le\Omega_k$. The lemma below proves the inequality between the sums. Its first two bullets supply nonnegativity, and the third supplies the identity above.

```lean
/-- Cauchy-Schwarz inequality between three successive oscillator sums. -/
theorem moment_sq_le (hf : ∀ i, 0 < f i) (hw : ∀ i, 0 < w i) (k : ℕ) :
    moment f w (k + 1) ^ 2 ≤ moment f w k * moment f w (k + 2) := by
  unfold moment
  apply Finset.sum_sq_le_sum_mul_sum_of_sq_le_mul
  · exact fun i _ => (div_pos (hf i) (pow_pos (hw i) _)).le
  · exact fun i _ => (div_pos (hf i) (pow_pos (hw i) _)).le
  · intro i _
    apply le_of_eq
    rw [div_pow, div_mul_div_comm]
    congr 1 <;> ring
```

## The distance from the lowest frequency

For any real $c$, use $f_i/w_i^k=(f_i/w_i^{k+1})\,w_i$ and collect terms:

$$S_k-c\,S_{k+1}=\sum_i\frac{f_i}{w_i^{k+1}}\,(w_i-c).$$

```lean
/-- The combination `S_k - c S_(k+1)` is the sum of the signed differences `w_i - c`, each
multiplied by `f_i / w_i ^ (k+1)`. -/
theorem moment_sub (hw : ∀ i, 0 < w i) (c : ℝ) (k : ℕ) :
    moment f w k - c * moment f w (k + 1) = ∑ i, f i / w i ^ (k + 1) * (w i - c) := by
  unfold moment
  rw [Finset.mul_sum, ← Finset.sum_sub_distrib]
  refine Finset.sum_congr rfl fun i _ => ?_
  have hwi : w i ≠ 0 := (hw i).ne'
  have h : f i / w i ^ k = f i / w i ^ (k + 1) * w i := by
    rw [pow_succ]
    field_simp
  rw [h]
  ring
```

Set $c=w_g$. No term on the right is then negative, so the sum vanishes only if every term does. Since $f_i/w_i^{k+1}>0$, this means $w_i=w_g$ for all $i$. The left side vanishes exactly when $\Omega_k=w_g$. Hence, at any order $k$, the bound is exact if and only if all transitions have the same frequency. The proof rewrites the equality as a vanishing sum and applies `Finset.sum_eq_zero_iff_of_nonneg`.

```lean
/-- An effective frequency equals the lowest frequency `w g` exactly when all transitions
have the same frequency. -/
theorem effFreq_eq_iff (hf : ∀ i, 0 < f i) (hw : ∀ i, 0 < w i) {g : ι}
    (hg : ∀ i, w g ≤ w i) (k : ℕ) : effFreq f w k = w g ↔ ∀ i, w i = w g := by
  have : Nonempty ι := ⟨g⟩
  rw [effFreq, div_eq_iff (moment_pos hf hw (k + 1)).ne', ← sub_eq_zero, moment_sub hw,
    Finset.sum_eq_zero_iff_of_nonneg (fun i _ => mul_nonneg
      (div_pos (hf i) (pow_pos (hw i) _)).le (sub_nonneg.2 (hg i)))]
  constructor
  · intro h i
    rcases mul_eq_zero.1 (h i (Finset.mem_univ i)) with h0 | h0
    · exact absurd h0 (div_pos (hf i) (pow_pos (hw i) _)).ne'
    · linarith
  · intro h i _
    rw [h i, sub_self, mul_zero]
```

Dividing the same identity by $S_{k+1}$ gives the error itself:

$$\Omega_k-w_g=\frac{1}{S_{k+1}}\sum_i\frac{f_i}{w_i^{k+1}}\,(w_i-w_g)\ge0.$$

For an upper estimate, keep only the lowest transition in the denominator, $S_{k+1}\ge f_g/w_g^{k+1}$:

$$\Omega_k-w_g\le\sum_i\frac{f_i}{f_g}\,(w_i-w_g)\left(\frac{w_g}{w_i}\right)^{k+1}.$$

Transitions at the lowest frequency contribute nothing, and the others decay geometrically. The decay per order is slow when the second distinct frequency lies close to the first. A total strength at the lowest frequency that is small relative to the other strengths delays the approach but leaves the asymptotic decay factor unchanged. In the code, `h1` is the exact error and `hm` the estimate of the denominator.

```lean
/-- The error of an effective frequency, measured from the lowest frequency `w g`, is
nonnegative and at most a sum of terms that decay geometrically with the order `k`. -/
theorem effFreq_error (hf : ∀ i, 0 < f i) (hw : ∀ i, 0 < w i) {g : ι}
    (hg : ∀ i, w g ≤ w i) (k : ℕ) :
    0 ≤ effFreq f w k - w g ∧ effFreq f w k - w g ≤
      ∑ i, f i / f g * (w i - w g) * (w g / w i) ^ (k + 1) := by
  have : Nonempty ι := ⟨g⟩
  have hS := moment_pos hf hw (k + 1)
  have hN : 0 ≤ ∑ i, f i / w i ^ (k + 1) * (w i - w g) :=
    Finset.sum_nonneg fun i _ => mul_nonneg
      (div_pos (hf i) (pow_pos (hw i) _)).le (sub_nonneg.2 (hg i))
  have h1 : effFreq f w k - w g =
      (∑ i, f i / w i ^ (k + 1) * (w i - w g)) / moment f w (k + 1) := by
    rw [← moment_sub hw, effFreq, eq_div_iff hS.ne', sub_mul, div_mul_cancel₀ _ hS.ne']
  -- keep only the lowest transition in the denominator
  have hm : f g / w g ^ (k + 1) ≤ moment f w (k + 1) :=
    Finset.single_le_sum (f := fun i => f i / w i ^ (k + 1))
      (fun i _ => (div_pos (hf i) (pow_pos (hw i) _)).le) (Finset.mem_univ g)
  rw [h1]
  refine ⟨div_nonneg hN hS.le, (div_le_div_of_nonneg_left hN
    (div_pos (hf g) (pow_pos (hw g) _)) hm).trans (le_of_eq ?_)⟩
  rw [Finset.sum_div]
  refine Finset.sum_congr rfl fun i _ => ?_
  have a1 := (hw i).ne'
  have a2 := (hw g).ne'
  have a3 := (hf g).ne'
  rw [div_pow]
  field_simp
```

## Convergence from above

The main theorem combines these steps. `Antitone` means nonincreasing, and `Tendsto … atTop (𝓝 (lowest w))` is the limit $k\to\infty$. Monotonicity is the Cauchy–Schwarz inequality after clearing denominators. For the limit, `hterm` shows that each term of the error estimate tends to zero, separating the case $w_i=w_g$, where the term is zero, from $w_i>w_g$, where $(w_g/w_i)^{k+1}\to0$. Since there are finitely many terms, their sum tends to zero, and $\Omega_k$ is squeezed between $w_g$ and $w_g$ plus that sum.

```lean
/-- The effective frequencies `S_k / S_(k+1)` are nonincreasing in `k`, are upper bounds on
the lowest excitation frequency, and converge to it. -/
theorem effFreq_main [Nonempty ι] (hf : ∀ i, 0 < f i) (hw : ∀ i, 0 < w i) :
    Antitone (effFreq f w) ∧ (∀ k, lowest w ≤ effFreq f w k) ∧
      Tendsto (effFreq f w) atTop (𝓝 (lowest w)) := by
  obtain ⟨g, hl, hg⟩ := exists_lowest w
  rw [hl]
  have hlow : ∀ k, w g ≤ effFreq f w k := fun k => sub_nonneg.1 (effFreq_error hf hw hg k).1
  refine ⟨antitone_nat_of_succ_le fun k => ?_, hlow, ?_⟩
  · have h : moment f w (k + 1) ^ 2 ≤ moment f w k * moment f w (k + 1 + 1) :=
      moment_sq_le hf hw k
    unfold effFreq
    rw [div_le_div_iff₀ (moment_pos hf hw (k + 1 + 1)) (moment_pos hf hw (k + 1))]
    nlinarith [h]
  · -- every term of the error bound vanishes in the limit
    have hterm : ∀ i, Tendsto (fun k : ℕ => f i / f g * (w i - w g) * (w g / w i) ^ (k + 1))
        atTop (𝓝 0) := by
      intro i
      rcases (hg i).eq_or_lt with h | h
      · simp [h]
      · have hr := ((tendsto_pow_atTop_nhds_zero_of_lt_one (div_pos (hw g) (hw i)).le
          ((div_lt_one (hw i)).2 h)).comp (tendsto_add_atTop_nat 1)).const_mul
          (f i / f g * (w i - w g))
        rw [mul_zero] at hr
        exact hr
    have hB := tendsto_finsetSum Finset.univ (fun i _ => hterm i)
    have hU := hB.const_add (w g)
    simp only [Finset.sum_const_zero, add_zero] at hU
    exact tendsto_of_tendsto_of_tendsto_of_le_of_le tendsto_const_nhds hU hlow
      (fun k => sub_le_iff_le_add'.1 (effFreq_error hf hw hg k).2)
```

## Bounds from sums two orders apart

Each $\Omega_k$ combines one even and one odd sum, whereas the expansion of $\alpha(\omega)$ supplies only even ones. Sums two orders apart avoid the mismatch:

$$\frac{S_k}{S_{k+2}}=\frac{S_k}{S_{k+1}}\cdot\frac{S_{k+1}}{S_{k+2}}=\Omega_k\,\Omega_{k+1}\ge w_g^2.$$

Taking the square root gives the upper bound. Both factors tend to $w_g$, so by continuity the root does too. The product formula is `hprod`. The theorem states the bound and the limit; that these roots are also nonincreasing follows by hand, because they are geometric means of successive $\Omega_k$.

```lean
/-- The frequencies `√(S_k / S_(k+2))`, built from oscillator sums two orders apart, are
upper bounds on the lowest excitation frequency and converge to it. -/
theorem sqrt_moment_ratio [Nonempty ι] (hf : ∀ i, 0 < f i) (hw : ∀ i, 0 < w i) :
    (∀ k, lowest w ≤ √(moment f w k / moment f w (k + 2))) ∧
      Tendsto (fun k => √(moment f w k / moment f w (k + 2))) atTop (𝓝 (lowest w)) := by
  obtain ⟨_, hlow, hlim⟩ := effFreq_main hf hw
  have hpos : 0 < lowest w := by
    obtain ⟨g, hl, _⟩ := exists_lowest w
    rw [hl]
    exact hw g
  -- the ratio is a product of two successive effective frequencies
  have hprod : ∀ k, moment f w k / moment f w (k + 2) =
      effFreq f w k * effFreq f w (k + 1) := by
    intro k
    have h1 := (moment_pos hf hw (k + 1)).ne'
    have h2 := (moment_pos hf hw (k + 2)).ne'
    change _ = moment f w k / moment f w (k + 1) * (moment f w (k + 1) / moment f w (k + 2))
    field_simp
  constructor
  · intro k
    rw [Real.le_sqrt' hpos, hprod k, sq]
    exact mul_le_mul (hlow k) (hlow (k + 1)) hpos.le (hpos.le.trans (hlow k))
  · have h := (Real.continuous_sqrt.tendsto _).comp
      (hlim.mul (hlim.comp (tendsto_add_atTop_nat 1)))
    rw [Real.sqrt_mul_self hpos.le] at h
    exact h.congr fun k => congrArg Real.sqrt (hprod k).symm

end

end EffectiveFrequencies
```

```lean
#print axioms EffectiveFrequencies.exists_lowest
#print axioms EffectiveFrequencies.polarisability_hasSum
#print axioms EffectiveFrequencies.effFreq_eq_iff
#print axioms EffectiveFrequencies.sqrt_moment_ratio
```

```
'EffectiveFrequencies.exists_lowest' depends on axioms: [propext, Classical.choice, Quot.sound]
'EffectiveFrequencies.polarisability_hasSum' depends on axioms: [propext, Classical.choice, Quot.sound]
'EffectiveFrequencies.effFreq_eq_iff' depends on axioms: [propext, Classical.choice, Quot.sound]
'EffectiveFrequencies.sqrt_moment_ratio' depends on axioms: [propext, Classical.choice, Quot.sound]
```

## When a strength is zero or negative

Let $w=(1,2)$ and $f=(0,1)$. Then $S_k=2^{-k}$ and $\Omega_k=2$ for every $k$: the sequence converges to the lowest bright transition and misses the dark one at $1$.

In exact theory a negative strength does not occur for excitation from the ground state, but as a purely mathematical example $f=(1,-1)$, with the same $w$, shows that the upper bound itself can fail without positivity. Now $S_k=1-2^{-k}$, so $\Omega_1=2/3$ and $\Omega_2=6/7$, both below the lowest frequency and increasing.

## Reading the bound off a response calculation

A linear-response code can evaluate $\alpha(\omega)$ at a few small frequencies without computing individual excitations. In a fit in powers of $\omega^2$, the intercept estimates $S_2$ and the coefficient of $\omega^2$ estimates $S_4$, and for the exact sums

$$w_g\le\sqrt{S_2/S_4}.$$

For $w=(1,2)$ and $f=(1,1)$ this gives $S_2=5/4$, $S_4=17/16$ and a bound of about $1.085$, against the exact value $1$. The next pair, $\sqrt{S_4/S_6}$, gives about $1.023$.

For a finite-basis model whose $\alpha(\omega)$ has the sum form above with positive strengths, this provides a check on a separately computed lowest bright excitation: a value above the bound signals an inconsistency or a missed state. The bound refers to the spectrum of that model, and errors in the fitted coefficients can spoil it.
